# Multipolar gauge of a vector potential linear in position: $A-\nabla\chi=\tfrac12 B\times r$ and the diamagnetic term

Take a position $r=(r_0,r_1,r_2)$, a constant $b$, and the vector potential $A(r)=(0,\,b r_0,\,0)$, whose curl is $B=(0,0,b)$. Its line integral along the straight path from the origin to $r$ is
$$\chi(r)=\int_0^1 r\cdot A(sr)\,ds=\int_0^1 s\,b\,r_0r_1\,ds=\tfrac12 b\,r_0r_1 .$$
Then $\nabla\chi=\tfrac b2(r_1,r_0,0)$ and $A-\nabla\chi=\tfrac b2(-r_1,r_0,0)=\tfrac12B\times r$, with half its square equal to $b^2(r_0^2+r_1^2)/8$. The gradient has removed the symmetric part of the linear map $r\mapsto A(r)$ and left the antisymmetric part. For every $A(r)=a+Mr$ on $\mathbb R^3$, with $a$ a real vector and $M$ a real matrix, it likewise removes the constant $a$ and the symmetric part of $M$, and leaves the antisymmetric part.

## Derivatives, field and generator

Vectors are functions `n → ℝ` on a finite index set `n`, and in the code $|v|^2$ is written as the dot product `v ⬝ᵥ v`.

```lean
import Mathlib

open Matrix

namespace MultipolarGauge

noncomputable section

variable {n : Type*} [Fintype n] [DecidableEq n]
```

For a scalar field $f$ and the unit vector $e_j$, written `Pi.single j 1`, the partial derivative is $\partial_jf(r)=\frac{d}{dt}f(r+te_j)\big|_{t=0}$. Gradient and curl are assembled from it, with axes numbered $0,1,2$.

```lean
/-- Partial derivative `∂_j f` at `r`: the rate of change of `f` along the `j`-th axis. -/
def partialD (f : (n → ℝ) → ℝ) (j : n) (r : n → ℝ) : ℝ :=
  deriv (fun t : ℝ => f (r + t • (Pi.single j 1 : n → ℝ))) 0

/-- Gradient `∇f` of a scalar field at `r`. -/
def grad (f : (n → ℝ) → ℝ) (r : n → ℝ) : n → ℝ :=
  fun j => partialD f j r

/-- Curl `∇ × A` of a vector field on `ℝ³` at `r`. -/
def curl (A : (Fin 3 → ℝ) → (Fin 3 → ℝ)) (r : Fin 3 → ℝ) : Fin 3 → ℝ :=
  ![partialD (fun x => A x 2) 1 r - partialD (fun x => A x 1) 2 r,
    partialD (fun x => A x 0) 2 r - partialD (fun x => A x 2) 0 r,
    partialD (fun x => A x 1) 0 r - partialD (fun x => A x 0) 1 r]
```

The form $a+Mr$ stands for the first-order Taylor expansion of a field about the origin, $a=A(0)$ and $M_{ij}=\partial_jA_i(0)$, appropriate for a system small against the wavelength. No condition is put on $M$, so $\nabla\cdot A=\operatorname{tr}M$ may be nonzero. The field has no time argument; it is a snapshot.

```lean
/-- The vector potential `A(r) = a + M r`, of first order in the position. -/
def linearField (a : n → ℝ) (M : Matrix n n ℝ) (r : n → ℝ) : n → ℝ :=
  a + M *ᵥ r
```

The generator $\chi$ and the transformed potential $A-\nabla\chi$ are defined for an arbitrary field $A$, and both refer to the chosen origin.

```lean
/-- Multipolar generator `χ(r) = ∫₀¹ r · A(s r) ds`, the line integral of `A` along the
straight path from the origin to `r`. -/
def generator (A : (n → ℝ) → (n → ℝ)) (r : n → ℝ) : ℝ :=
  ∫ s in (0 : ℝ)..1, r ⬝ᵥ A (s • r)

/-- The vector potential in the multipolar gauge, `A - ∇χ`. -/
def multipolarPotential (A : (n → ℝ) → (n → ℝ)) (r : n → ℝ) : n → ℝ :=
  A r - grad (generator A) r
```

## The generator and its gradient

Every function differentiated or integrated below is a quadratic in one real parameter, so one rule suffices: for real $c_0,c_1,c_2$, $\frac{d}{dt}(c_0+c_1t+c_2t^2)=c_1+2c_2s$ at $t=s$.

```lean
/-- The quadratic `c₀ + c₁ t + c₂ t²` has derivative `c₁ + 2 c₂ s` at `t = s`. -/
theorem hasDerivAt_quadratic (c₀ c₁ c₂ s : ℝ) :
    HasDerivAt (fun t : ℝ => c₀ + c₁ * t + c₂ * (t * t)) (c₁ + 2 * c₂ * s) s := by
  have h := (((hasDerivAt_id' s).const_mul c₁).const_add c₀).fun_add
    (((hasDerivAt_id' s).fun_mul (hasDerivAt_id' s)).const_mul c₂)
  exact h.congr_deriv (by ring)
```

On the path the integrand is $r\cdot A(sr)=a\cdot r+s\,r\cdot Mr$, which is `hint`. It is the derivative of $(a\cdot r)s+\tfrac12(r\cdot Mr)s^2$, and the fundamental theorem of calculus between $0$ and $1$ gives
$$\chi(r)=a\cdot r+\tfrac12\,r\cdot Mr .$$
The first term has the form of a dipole coupling, linear in $r_i$; the second that of a quadrupole coupling, linear in the products $r_ir_j$, with the trace not removed.

```lean
omit [DecidableEq n] in
/-- For `A(r) = a + M r` in any dimension the generator is the linear term `a · r` plus the
quadratic term `r · M r / 2`. -/
theorem generator_linear (a : n → ℝ) (M : Matrix n n ℝ) (r : n → ℝ) :
    generator (linearField a M) r = a ⬝ᵥ r + r ⬝ᵥ (M *ᵥ r) / 2 := by
  -- the integrand is linear in the path parameter s
  have hint : ∀ s : ℝ, r ⬝ᵥ linearField a M (s • r)
      = a ⬝ᵥ r + 2 * (r ⬝ᵥ (M *ᵥ r) / 2) * s := by
    intro s
    simp only [linearField, dotProduct_add, Matrix.mulVec_smul, dotProduct_smul, smul_eq_mul,
      dotProduct_comm r a]
    ring
  unfold generator
  simp only [hint]
  rw [intervalIntegral.integral_eq_sub_of_hasDerivAt
    (fun s _ => hasDerivAt_quadratic 0 (a ⬝ᵥ r) (r ⬝ᵥ (M *ᵥ r) / 2) s)
    (Continuous.intervalIntegrable (by fun_prop) _ _)]
  ring
```

For a direction $v$, expanding on the line $r+tv$ gives `hf`:
$$\chi(r+tv)=\chi(r)+t\left[a\cdot v+\tfrac12(v\cdot Mr+r\cdot Mv)\right]+\tfrac12t^2\,v\cdot Mv .$$
Since $r\cdot Mv=(M^{T}r)\cdot v$, the slope at $t=0$ is $\left(a+\tfrac12(M+M^{T})r\right)\cdot v$. Lean's `deriv` returns $0$ where a function is not differentiable; the statement with `HasDerivAt` shows that for $\chi$ it is a true derivative.

```lean
omit [DecidableEq n] in
/-- Along any direction `v` the generator of `A(r) = a + M r` is differentiable at `r`, with
directional derivative `(a + (M + Mᵀ) r / 2) · v`. -/
theorem hasDerivAt_generator (a : n → ℝ) (M : Matrix n n ℝ) (r v : n → ℝ) :
    HasDerivAt (fun t : ℝ => generator (linearField a M) (r + t • v))
      ((a + (1 / 2 : ℝ) • ((M + Mᵀ) *ᵥ r)) ⬝ᵥ v) 0 := by
  -- on the line r + t v the generator is a quadratic in t
  have hf : (fun t : ℝ => generator (linearField a M) (r + t • v))
      = fun t : ℝ => (a ⬝ᵥ r + r ⬝ᵥ (M *ᵥ r) / 2)
        + (a ⬝ᵥ v + (v ⬝ᵥ (M *ᵥ r) + r ⬝ᵥ (M *ᵥ v)) / 2) * t
        + (v ⬝ᵥ (M *ᵥ v) / 2) * (t * t) := by
    funext t
    rw [generator_linear]
    simp only [dotProduct_add, add_dotProduct, Matrix.mulVec_add, Matrix.mulVec_smul,
      dotProduct_smul, smul_dotProduct, smul_eq_mul]
    ring
  have h : (Mᵀ *ᵥ r) ⬝ᵥ v = r ⬝ᵥ (M *ᵥ v) := by
    rw [Matrix.mulVec_transpose, ← Matrix.dotProduct_mulVec]
  rw [hf]
  refine (hasDerivAt_quadratic _ _ _ 0).congr_deriv ?_
  simp only [add_dotProduct, smul_dotProduct, Matrix.add_mulVec, smul_eq_mul]
  rw [h, dotProduct_comm (M *ᵥ r) v]
  ring
```

Choosing $v=e_j$ reads off component $j$ of $\nabla\chi=a+\tfrac12(M+M^T)r$.

```lean
/-- The gradient of the generator of `A(r) = a + M r` is `a + (M + Mᵀ) r / 2`. -/
theorem grad_generator (a : n → ℝ) (M : Matrix n n ℝ) (r : n → ℝ) :
    grad (generator (linearField a M)) r = a + (1 / 2 : ℝ) • ((M + Mᵀ) *ᵥ r) := by
  funext j
  unfold grad partialD
  rw [(hasDerivAt_generator a M r (Pi.single j 1)).deriv, dotProduct_single, mul_one]
```

Subtracting, $a$ cancels and $Mr-\tfrac12(M+M^T)r=\tfrac12(M-M^T)r$. This holds in any finite dimension; in one dimension $M=M^T$ and nothing remains.

```lean
/-- In any dimension the multipolar-gauge potential of `A(r) = a + M r` is the antisymmetric
part of `M` applied to `r`: `A - ∇χ = (M - Mᵀ) r / 2`. -/
theorem multipolarPotential_linear (a : n → ℝ) (M : Matrix n n ℝ) (r : n → ℝ) :
    multipolarPotential (linearField a M) r = (1 / 2 : ℝ) • ((M - Mᵀ) *ᵥ r) := by
  unfold multipolarPotential
  rw [grad_generator]
  unfold linearField
  rw [Matrix.add_mulVec, Matrix.sub_mulVec]
  module
```

## The uniform magnetic field

Along $e_j$, component $i$ of the field is $A_i(r)+tM_{ij}$, so $\partial_jA_i=M_{ij}$ everywhere.

```lean
/-- For `A(r) = a + M r` the partial derivatives are the matrix elements, `∂_j A_i = M_ij`. -/
theorem partialD_linear (a : n → ℝ) (M : Matrix n n ℝ) (i j : n) (r : n → ℝ) :
    partialD (fun x => linearField a M x i) j r = M i j := by
  have hc : (M *ᵥ (Pi.single j 1 : n → ℝ)) i = M i j := by
    show (fun k => M i k) ⬝ᵥ (Pi.single j 1 : n → ℝ) = M i j
    rw [dotProduct_single, mul_one]
  have hf : (fun t : ℝ => linearField a M (r + t • (Pi.single j 1 : n → ℝ)) i)
      = fun t : ℝ => (a i + (M *ᵥ r) i) + M i j * t + 0 * (t * t) := by
    funext t
    unfold linearField
    rw [Matrix.mulVec_add, Matrix.mulVec_smul, Pi.add_apply, Pi.add_apply, Pi.smul_apply, hc,
      smul_eq_mul]
    ring
  show deriv (fun t : ℝ => linearField a M (r + t • (Pi.single j 1 : n → ℝ)) i) 0 = M i j
  rw [hf, (hasDerivAt_quadratic _ _ _ 0).deriv]
  ring
```

On $\mathbb R^3$ the curl at any point $x$ is therefore $B=(M_{21}-M_{12},\,M_{02}-M_{20},\,M_{10}-M_{01})$.

```lean
/-- The magnetic field `B = ∇ × A` of `A(r) = a + M r` is uniform, with components
`(M₂₁ - M₁₂, M₀₂ - M₂₀, M₁₀ - M₀₁)` at every point. -/
theorem curl_linear (a : Fin 3 → ℝ) (M : Matrix (Fin 3) (Fin 3) ℝ) (x : Fin 3 → ℝ) :
    curl (linearField a M) x = ![M 2 1 - M 1 2, M 0 2 - M 2 0, M 1 0 - M 0 1] := by
  simp only [curl, partialD_linear]
```

The antisymmetric matrix acts as a cross product. For component $0$,
$$\left((M-M^T)r\right)_0=(M_{01}-M_{10})r_1+(M_{02}-M_{20})r_2=B_1r_2-B_2r_1=(B\times r)_0,$$
and components $1$ and $2$ follow cyclically; `fin_cases i` treats all three. The symbol `⨯₃` is the right-handed cross product.

```lean
/-- On `ℝ³` the multipolar-gauge potential of `A(r) = a + M r` is `(B × r) / 2`, with `B` the
curl of `A` taken at any point `x`. -/
theorem multipolarPotential_eq_cross (a : Fin 3 → ℝ) (M : Matrix (Fin 3) (Fin 3) ℝ)
    (x r : Fin 3 → ℝ) :
    multipolarPotential (linearField a M) r
      = (1 / 2 : ℝ) • (curl (linearField a M) x ⨯₃ r) := by
  rw [multipolarPotential_linear, curl_linear]
  congr 1
  -- the antisymmetric matrix M - Mᵀ acts as the cross product with B
  ext i
  fin_cases i <;>
    simp [cross_apply, Matrix.mulVec, dotProduct, Fin.sum_univ_three] <;> ring
```

## Diamagnetic term and kinetic energy

The main theorem says: for any $a$, $M$, points $x$ and $r$, and $B$ the curl of $A$ at $x$ (the hypothesis `hB`, which only names the magnetic field),
$$\chi=a\cdot r+\tfrac12r\cdot Mr,\qquad A-\nabla\chi=\tfrac12B\times r,\qquad \tfrac12|A-\nabla\chi|^2=\tfrac18\left(B^2r^2-(B\cdot r)^2\right).$$
The first two equations are the lemmas above. The third uses the Lagrange identity $|B\times r|^2=B^2r^2-(B\cdot r)^2$, supplied by `cross_dot_cross`, with $\tfrac12\cdot\tfrac14=\tfrac18$. The opening example is $a=0$ with $M_{10}=b$ as the only entry.

```lean
/-- For `A(r) = a + M r` on `ℝ³` with `B = ∇ × A`: the generator is `a · r + r · M r / 2`, `A - ∇χ =
(B × r) / 2`, and the half square `|A - ∇χ|² / 2` is `(B² r² - (B · r)²) / 8`. -/
theorem multipolar_gauge_linear (a : Fin 3 → ℝ) (M : Matrix (Fin 3) (Fin 3) ℝ)
    (x r B : Fin 3 → ℝ) (hB : B = curl (linearField a M) x) :
    generator (linearField a M) r = a ⬝ᵥ r + r ⬝ᵥ (M *ᵥ r) / 2 ∧
    multipolarPotential (linearField a M) r = (1 / 2 : ℝ) • (B ⨯₃ r) ∧
    multipolarPotential (linearField a M) r ⬝ᵥ multipolarPotential (linearField a M) r / 2
      = ((B ⬝ᵥ B) * (r ⬝ᵥ r) - (B ⬝ᵥ r) ^ 2) / 8 := by
  have h : multipolarPotential (linearField a M) r = (1 / 2 : ℝ) • (B ⨯₃ r) := by
    rw [hB]
    exact multipolarPotential_eq_cross a M x r
  refine ⟨generator_linear a M r, h, ?_⟩
  -- Lagrange identity for |B × r|²
  rw [h]
  simp only [smul_dotProduct, dotProduct_smul, smul_eq_mul, cross_dot_cross]
  rw [dotProduct_comm r B]
  ring
```

For a particle of charge $q$, unit mass and canonical momentum $p$, in units where minimal coupling reads $p-qA$, write $A'=A-\nabla\chi$ and expand $\tfrac12|p-qA'|^2=\tfrac12p^2-q\,p\cdot A'+\tfrac12q^2|A'|^2$. The cross term `ht` is a cyclic permutation of the triple product, $p\cdot\tfrac12(B\times r)=\tfrac12B\cdot(r\times p)$, so
$$\tfrac12|p-qA'|^2=\tfrac12p^2-\tfrac q2\,B\cdot(r\times p)+\tfrac{q^2}8\left(B^2r^2-(B\cdot r)^2\right).$$
The middle term couples $B$ to the orbital angular momentum $r\times p$.

```lean
/-- For charge `q`, unit mass and classical momentum `p`, the kinetic energy
`|p - q (A - ∇χ)|² / 2` equals `p² / 2 - (q / 2) B · (r × p) + q² (B² r² - (B · r)²) / 8`. -/
theorem kinetic_energy_multipolar (a : Fin 3 → ℝ) (M : Matrix (Fin 3) (Fin 3) ℝ)
    (x r p B : Fin 3 → ℝ) (q : ℝ) (hB : B = curl (linearField a M) x) :
    (p - q • multipolarPotential (linearField a M) r)
        ⬝ᵥ (p - q • multipolarPotential (linearField a M) r) / 2
      = p ⬝ᵥ p / 2 - q / 2 * (B ⬝ᵥ (r ⨯₃ p))
        + q ^ 2 * (((B ⬝ᵥ B) * (r ⬝ᵥ r) - (B ⬝ᵥ r) ^ 2) / 8) := by
  obtain ⟨-, h, hd⟩ := multipolar_gauge_linear a M x r B hB
  -- the cross term is the triple product B · (r × p)
  have ht : p ⬝ᵥ multipolarPotential (linearField a M) r = 1 / 2 * (B ⬝ᵥ (r ⨯₃ p)) := by
    rw [h, dotProduct_smul, smul_eq_mul, triple_product_permutation p B r]
  rw [← hd]
  simp only [sub_dotProduct, dotProduct_sub, smul_dotProduct, dotProduct_smul, smul_eq_mul]
  rw [dotProduct_comm (multipolarPotential (linearField a M) r) p, ht]
  ring

end

end MultipolarGauge
```

```lean
#print axioms MultipolarGauge.multipolarPotential_linear
#print axioms MultipolarGauge.kinetic_energy_multipolar
```

```
'MultipolarGauge.multipolarPotential_linear' depends on axioms: [propext, Classical.choice, Quot.sound]
'MultipolarGauge.kinetic_energy_multipolar' depends on axioms: [propext, Classical.choice, Quot.sound]
```

## Reach of the result, and a quadratic field

For one spinless charge in a field truncated at first order in $r$, the terms in $q$ and $q^2$ of the kinetic energy above are the orbital magnetic-dipole and diamagnetic terms of the multipolar Hamiltonian of radiative transitions, here with $p$ a real vector and not an operator. In semiclassical theory the multipolar transformation also changes the phase of the wavefunction and adds $\partial\chi/\partial t$ to the scalar potential. For a radiation field described by $A$ alone, with electric field $-\partial A/\partial t$, this addition gives the electric dipole and quadrupole couplings. The theorems concern the spatial algebra at one instant and contain neither step.

Linearity of $A$ makes $B$ uniform, so it may be taken at any point. Linearity is sufficient for this but not necessary: for the pure gradient $A=(k r_0^2,\,0,\,0)$ with a constant $k$, one finds $\chi=\tfrac k3r_0^3$, and both $B$ and $A-\nabla\chi$ vanish everywhere. When the curl varies the formula can fail, as an example worked in ordinary mathematics and absent from the Lean code shows. Let $A=(0,\,c r_0^2,\,0)$ with a constant $c\neq0$. Then $\chi=\int_0^1 c s^2r_0^2r_1\,ds=\tfrac c3r_0^2r_1$ and $A-\nabla\chi=\tfrac{2c}3r_0(-r_1,r_0,0)$. The curl at $x$ is $(0,0,2cx_0)$, so $\tfrac12B\times r=c\,x_0(-r_1,r_0,0)$. For $r_0\neq0$ this vanishes at $x=0$ and is too large by a factor of $3/2$ at $x=r$; it agrees only when $x_0=\tfrac23r_0$, so no single point $x$ serves all $r$. Nor does any other constant vector $B$, since $\tfrac12B\times r$ is linear in $r$ while $A-\nabla\chi$ is quadratic and not zero.
